# A smooth pair potential gives a bond of nonzero length curvature V″ along the bond and V′/r across it

A pair potential is a function of distance, and many pair potentials diverge as the distance goes to zero. Here the potential is a function `V : ℝ → ℝ`, which has some value at every real number, but its derivative is assumed only at positive distances. A Lennard-Jones or Coulomb energy is therefore admitted, whatever value is assigned to it at zero.

The bond is a vector $R$ in a real inner-product space `E`, which for atoms is ordinary three-dimensional space. It is the separation of two atoms, and $u$ is the displacement of one relative to the other. The parameter $t$ scales that displacement.

```lean
import Mathlib

open Filter Topology

namespace PairForceConstants

noncomputable section

variable {E : Type*} [NormedAddCommGroup E] [InnerProductSpace ℝ E]
```

The energy along the straight path is $\phi(t)=V(\lVert R+tu\rVert)$.

```lean
/-- The energy of a bond `R` with pair potential `V` when its ends are displaced relative to
each other by `t • u`. -/
def bondEnergy (V : ℝ → ℝ) (R u : E) (t : ℝ) : ℝ := V ‖R + t • u‖
```

Write $r=\lVert R\rVert$ for the bond length and $n=R/r$ for its direction.

```lean
/-- The unit vector along the bond `R`, for `R ≠ 0`. -/
def bondDirection (R : E) : E := ‖R‖⁻¹ • R
```

The candidate for the second derivative has two coefficients: a longitudinal stiffness $k$ and a tension $f$, which is positive when the atoms attract.

```lean
/-- The quadratic form in the displacement `u` of a bond `R ≠ 0` with longitudinal stiffness `k`
and tension `f`: `k` weighs the part of `u` along the bond, `f / ‖R‖` the part across it. -/
def bondCurvature (k f : ℝ) (R u : E) : ℝ :=
  k * (inner ℝ (bondDirection R) u) ^ 2
    + f / ‖R‖ * (‖u‖ ^ 2 - (inner ℝ (bondDirection R) u) ^ 2)
```

With $f=V'(r)$ and $k=V''(r)$, the result is

$$\phi''(0)=k\,\langle n,u\rangle^2+\frac{f}{r}\left(\lVert u\rVert^2-\langle n,u\rangle^2\right).$$

In lattice dynamics, half of this is the contribution of one bond to the harmonic energy, when the total energy is a sum of pair potentials. Each hypothesis below supports a particular step.

## The bond has nonzero length

Physically, `hR : R ≠ 0` says that the two atoms do not coincide. Only then does the bond have a direction, and $n$ has unit length because $\lVert R\rVert/r=1$.

```lean
/-- The bond direction has unit length. -/
theorem norm_bondDirection {R : E} (hR : R ≠ 0) : ‖bondDirection R‖ = 1 := by
  rw [bondDirection, norm_smul, norm_inv, norm_norm, inv_mul_cancel₀ (norm_ne_zero_iff.mpr hR)]
```

By hand, the hypothesis enters when the length is differentiated. Let $\rho(t)=\lVert R+tu\rVert$. Then

$$\rho(t)^2=\lVert R\rVert^2+2t\langle R,u\rangle+t^2\lVert u\rVert^2,$$

and differentiating both sides gives $2\rho\rho'=2\langle R+tu,u\rangle$. Wherever $\rho\neq0$ we may divide:

$$\rho'(t)=\frac{\langle R+tu,u\rangle}{\rho(t)}.$$

The lemma below assumes `h : R + t • u ≠ 0`, the same condition at a general $t$. Its proof writes the length as the square root of its square, since the square root is differentiable away from zero, and cancels the factor 2.

```lean
/-- The length of a bond changes at the rate given by the component of the displacement `u`
along the current bond. -/
theorem hasDerivAt_bondLength (R u : E) (t : ℝ) (h : R + t • u ≠ 0) :
    HasDerivAt (fun s : ℝ => ‖R + s • u‖) (inner ℝ (R + t • u) u / ‖R + t • u‖) t := by
  have hl : HasDerivAt (fun s : ℝ => R + s • u) u t :=
    (((hasDerivAt_id t).smul_const u).const_add R).congr_deriv (one_smul ℝ u)
  -- the length is the square root of the squared length
  have hs := hl.norm_sq.sqrt (pow_ne_zero 2 (norm_ne_zero_iff.mpr h))
  have e : (fun s : ℝ => ‖R + s • u‖) = fun s : ℝ => √(‖R + s • u‖ ^ 2) := by
    funext s
    rw [Real.sqrt_sq (norm_nonneg _)]
  have e' : √(‖R + t • u‖ ^ 2) = ‖R + t • u‖ := Real.sqrt_sq (norm_nonneg _)
  rw [e]
  refine hs.congr_deriv ?_

  rw [e']
  exact mul_div_mul_left _ _ two_ne_zero
```

If $R=0$, the length is $|t|\,\lVert u\rVert$, which has a corner at $t=0$ for every nonzero $u$. With $V(s)=s$ the energy has the same corner, so it has no second derivative there.

## The potential has a slope at every positive distance

The hypothesis `hV` says that at each distance $s>0$ the pair has a well-defined tension $V'(s)$. It also ties the function `V'` to `V`; the prime in Lean is only part of a name. By hand it is what permits the chain rule:

$$\phi'(t)=V'(\rho(t))\,\frac{\langle R+tu,u\rangle}{\rho(t)}.$$

In the next lemma, `f` is the tension at the current length $\rho(t)$, and the proof composes the derivative of `V` with that of the length.

```lean
/-- The slope of the bond energy is the bond tension `f` times the rate of change of the
bond length. -/
theorem hasDerivAt_bondEnergy {V : ℝ → ℝ} {f : ℝ} (R u : E) (t : ℝ) (h : R + t • u ≠ 0)
    (hV : HasDerivAt V f ‖R + t • u‖) :
    HasDerivAt (bondEnergy V R u) (f * (inner ℝ (R + t • u) u / ‖R + t • u‖)) t := by
  have h2 : HasDerivAt V f ((fun s : ℝ => ‖R + s • u‖) t) := hV
  exact h2.comp t (hasDerivAt_bondLength R u t h)
```

A second derivative needs this slope on a whole interval around $t=0$. If $V$ had a slope only at $r$ itself, there would be no slope function to differentiate. On the other hand, the argument needs `hV` only at lengths close to $r$. A potential with a jump at a distant cutoff fails the hypothesis as written, although the same reasoning applies to bonds away from the jump.

## The tension has a slope at the reference length

The hypothesis `hk` says that $V'$ has derivative $k$ at $r$: to first order, a small stretch changes the tension by $k$ times the stretch. Continuity of $V''$ is not required. A potential that is twice continuously differentiable on the whole real line is a special case.

By hand, this is the last differentiation. Put $g(t)=\langle R+tu,u\rangle=\langle R,u\rangle+t\lVert u\rVert^2$, so that $g'(t)=\lVert u\rVert^2$ and $\phi'=V'(\rho)\,g/\rho$. At $t=0$ we have $\rho=r$ and $\rho'=g/r=\langle n,u\rangle$. The product and quotient rules give

$$\phi''(0)=k\,\langle n,u\rangle\cdot\langle n,u\rangle+V'(r)\,\frac{\lVert u\rVert^2\,r-\langle R,u\rangle\langle n,u\rangle}{r^2}.$$

Since $\langle R,u\rangle=r\langle n,u\rangle$, the last fraction is $(\lVert u\rVert^2-\langle n,u\rangle^2)/r$, and the formula follows.

In the Lean statement, `HasDerivAt (deriv (bondEnergy V R u)) … 0` says that the slope function of the energy is differentiable at $t=0$ with the stated derivative. The proof follows the same route. `hne` uses continuity to keep the bond nonzero for small $t$, so the slope formula holds near zero. `hρ`, `hg` and `hF` differentiate $\rho$, $g$ and $V'(\rho)$; `hprod` combines them, and `field_simp` does the closing algebra.

```lean
/-- The second derivative of the bond energy at the reference geometry is
`V''(r) ⟨n,u⟩² + (V'(r)/r) (‖u‖² - ⟨n,u⟩²)`, where `r` is the bond length, `n` the bond direction
and `k = V''(r)`. -/
theorem second_derivative_bondEnergy {V V' : ℝ → ℝ} {k : ℝ} {R : E} (hR : R ≠ 0) (u : E)
    (hV : ∀ s, 0 < s → HasDerivAt V (V' s) s) (hk : HasDerivAt V' k ‖R‖) :
    HasDerivAt (deriv (bondEnergy V R u)) (bondCurvature k (V' ‖R‖) R u) 0 := by
  have hr : ‖R‖ ≠ 0 := norm_ne_zero_iff.mpr hR
  -- the bond stays nonzero for small displacements
  have hne : ∀ᶠ t in 𝓝 (0 : ℝ), R + t • u ≠ 0 := by
    have hc : Continuous (fun t : ℝ => R + t • u) := by fun_prop
    exact hc.continuousAt.eventually_ne (by simpa using hR)
  have hρ : HasDerivAt (fun t : ℝ => ‖R + t • u‖) (inner ℝ R u / ‖R‖) 0 := by
    simpa using hasDerivAt_bondLength R u 0 (by simpa using hR)
  have hg : HasDerivAt (fun t : ℝ => inner ℝ (R + t • u) u) (‖u‖ ^ 2) 0 := by
    have e : (fun t : ℝ => inner ℝ (R + t • u) u)
        = fun t : ℝ => inner ℝ R u + t * ‖u‖ ^ 2 := by
      funext t
      rw [inner_add_left, real_inner_smul_left, real_inner_self_eq_norm_sq]
    rw [e]
    exact (((hasDerivAt_id (0 : ℝ)).mul_const (‖u‖ ^ 2)).const_add _).congr_deriv (one_mul _)
  have hF : HasDerivAt (fun t : ℝ => V' ‖R + t • u‖) (k * (inner ℝ R u / ‖R‖)) 0 := by
    have h2 : HasDerivAt V' k ((fun t : ℝ => ‖R + t • u‖) 0) := by simpa using hk
    exact h2.comp 0 hρ
  -- differentiate the slope formula by the product and quotient rules
  have hprod := hF.fun_mul (hg.fun_div hρ (by simpa using hR))
  refine (hprod.congr_of_eventuallyEq ?_).congr_deriv ?_
  · filter_upwards [hne] with t ht
    exact (hasDerivAt_bondEnergy R u t ht (hV _ (norm_pos_iff.mpr ht))).deriv
  · simp only [zero_smul, add_zero, bondCurvature, bondDirection, real_inner_smul_left]
    field_simp
```

Without `hk` the formula can fail for a stretch. Take a contact that repels only under compression, $V(s)=\tfrac12\max(\sigma-s,0)^2$ with contact distance $\sigma>0$, and a bond of length exactly $\sigma$. Its stiffness is 1 when compressed and 0 when extended, so no single $k$ exists.

## A perpendicular direction exists

The two terms separate when $u$ is chosen along or across the bond. For $u=an$ we have $\langle n,u\rangle^2=\lVert u\rVert^2=a^2$, and only $ka^2$ remains.

```lean
/-- A displacement of size `a` along the bond feels only the longitudinal stiffness. -/
theorem bondCurvature_longitudinal (k f a : ℝ) {R : E} (hR : R ≠ 0) :
    bondCurvature k f R (a • bondDirection R) = k * a ^ 2 := by
  have hn := norm_bondDirection hR
  have ha : ‖a • bondDirection R‖ ^ 2 = a ^ 2 := by
    rw [norm_smul, hn, mul_one, Real.norm_eq_abs, sq_abs]
  rw [bondCurvature, ha, real_inner_smul_right, real_inner_self_eq_norm_sq, hn]
  ring
```

For $\langle R,u\rangle=0$ the stiffness term vanishes, leaving $(f/r)\lVert u\rVert^2$. The hypothesis `hu` is this orthogonality; without it the stiffness generally contributes too.

```lean
/-- A displacement perpendicular to the bond feels only the tension divided by the
bond length. -/
theorem bondCurvature_transverse (k f : ℝ) {R u : E} (hu : inner ℝ R u = 0) :
    bondCurvature k f R u = f / ‖R‖ * ‖u‖ ^ 2 := by
  rw [bondCurvature, bondDirection, real_inner_smul_left, hu]
  ring
```

A sideways displacement lengthens the bond only at second order, and the existing tension multiplies that lengthening. A compressed bond, with $f<0$, therefore has negative curvature sideways. In a crystal other bonds may compensate.

The criterion for a single bond to have no negative curvature assumes a nonzero vector `w` perpendicular to $R$, as exists in two or more dimensions. By hand, testing $u=n$ gives $k\ge0$, and testing $u=w$ gives $f\ge0$. Conversely, Cauchy–Schwarz gives $\langle n,u\rangle^2\le\lVert u\rVert^2$, so both terms are nonnegative when $k$ and $f$ are. The two directions of the Lean proof make the same choices.

```lean
/-- When the space has a direction perpendicular to the bond, the curvature is nonnegative for
all displacements exactly when neither the stiffness nor the tension is negative. -/
theorem bondCurvature_nonneg_iff (k f : ℝ) {R w : E} (hR : R ≠ 0) (hw : w ≠ 0)
    (hRw : inner ℝ R w = 0) :
    (∀ u : E, 0 ≤ bondCurvature k f R u) ↔ 0 ≤ k ∧ 0 ≤ f := by
  constructor
  · intro h
    constructor
    · have h1 := h ((1 : ℝ) • bondDirection R)
      rw [bondCurvature_longitudinal k f 1 hR] at h1
      linarith
    · -- a negative tension would make the curvature along `w` negative
      by_contra hf
      have h1 := h w
      rw [bondCurvature_transverse k f hRw] at h1
      have h2 : f / ‖R‖ < 0 := div_neg_of_neg_of_pos (not_le.mp hf) (norm_pos_iff.mpr hR)
      have h3 : 0 < ‖w‖ ^ 2 := pow_pos (norm_pos_iff.mpr hw) 2
      exact absurd h1 (not_le_of_gt (mul_neg_of_neg_of_pos h2 h3))
  · rintro ⟨hk, hf⟩ u
    -- Cauchy-Schwarz: the longitudinal part is at most the whole displacement
    have h1 := abs_real_inner_le_norm (bondDirection R) u
    rw [norm_bondDirection hR, one_mul] at h1
    have h2 := pow_le_pow_left₀ (abs_nonneg _) h1 2
    rw [sq_abs] at h2
    exact add_nonneg (mul_nonneg hk (sq_nonneg _))
      (mul_nonneg (div_nonneg hf (norm_nonneg _)) (sub_nonneg.mpr h2))
```

On a line there is no such `w`. Then $\lVert u\rVert^2=\langle n,u\rangle^2$ for every $u$, the tension drops out, and its sign is unconstrained.

## The dimension is finite

The last theorem takes an orthonormal basis `b` with finitely many members, that is, a set of Cartesian axes. Their number $d$ is `Fintype.card ι`. By hand, $\sum_i\langle n,b_i\rangle^2=\lVert n\rVert^2=1$ and $\sum_i\lVert b_i\rVert^2=d$, so the curvatures add up to

$$k+(d-1)\frac{f}{r}.$$

The proof establishes the first sum as `hs` and then splits the total. For $d=1$ only $k$ is left. In infinitely many dimensions each further perpendicular axis would add another $f/r$, so the total would be finite only for $f=0$.

```lean
/-- Summed over an orthonormal basis of a `d`-dimensional space, the curvatures of a bond give
`k + (d - 1) f / r`. -/
theorem sum_bondCurvature {ι : Type*} [Fintype ι] (b : OrthonormalBasis ι ℝ E) (k f : ℝ)
    {R : E} (hR : R ≠ 0) :
    ∑ i, bondCurvature k f R (b i) = k + ((Fintype.card ι : ℝ) - 1) * (f / ‖R‖) := by
  have hs : ∑ i, (inner ℝ (bondDirection R) (b i)) ^ 2 = 1 := by
    have h := b.sum_inner_mul_inner (bondDirection R) (bondDirection R)
    rw [real_inner_self_eq_norm_sq, norm_bondDirection hR, one_pow] at h
    refine Eq.trans (Finset.sum_congr rfl fun i _ => ?_) h
    rw [sq, real_inner_comm (bondDirection R) (b i)]
  simp only [bondCurvature, b.orthonormal.1, one_pow]
  rw [Finset.sum_add_distrib, ← Finset.mul_sum, ← Finset.mul_sum, Finset.sum_sub_distrib, hs,
    Finset.sum_const, Finset.card_univ, nsmul_eq_mul]
  ring

end

end PairForceConstants
```

```lean
#print axioms PairForceConstants.hasDerivAt_bondLength
#print axioms PairForceConstants.second_derivative_bondEnergy
#print axioms PairForceConstants.bondCurvature_nonneg_iff
#print axioms PairForceConstants.sum_bondCurvature
```

```
'PairForceConstants.hasDerivAt_bondLength' depends on axioms: [propext, Classical.choice, Quot.sound]
'PairForceConstants.second_derivative_bondEnergy' depends on axioms: [propext, Classical.choice, Quot.sound]
'PairForceConstants.bondCurvature_nonneg_iff' depends on axioms: [propext, Classical.choice, Quot.sound]
'PairForceConstants.sum_bondCurvature' depends on axioms: [propext, Classical.choice, Quot.sound]
```

## One pair in a Hessian routine

In a program for a pair potential, the quadratic form becomes a $3\times3$ block with Cartesian indices $\alpha,\beta$:

$$K_{\alpha\beta}=V''(r)\,n_\alpha n_\beta+\frac{V'(r)}{r}\left(\delta_{\alpha\beta}-n_\alpha n_\beta\right),$$

where $\delta_{\alpha\beta}$ is 1 for equal indices and 0 otherwise. Because $u$ is the difference of two atomic displacements, the routine adds $K$ to the diagonal blocks of both atoms and subtracts it from the two blocks that couple them. This assembly is ordinary bookkeeping around the single-bond theorem and is not part of the Lean file.

Two checks are cheap. The block must be symmetric, and its trace must equal $V''(r)+2V'(r)/r$. Omitting the tension term is exact only for pairs with $V'(r)=0$. In a crystal at equilibrium the forces on each atom cancel in total, but individual bonds can still carry tension.
